# The implicit midpoint step conserves \(\langle\psi, Q\psi\rangle\) for symmetric \(K\) commuting with \(Q\)

## Question

Let \(K\) and \(Q\) be symmetric, commuting linear maps on a complex inner-product space, let \(\tau\) be real, and let two vectors \(\psi_0, \psi_1\) satisfy
\[
\psi_1-\psi_0 = -i\tau\,K\,\frac{\psi_0+\psi_1}{2}.
\]
Then \(\langle\psi_1,Q\psi_1\rangle=\langle\psi_0,Q\psi_0\rangle\). In physical terms, one implicit midpoint step of \(i\,d\psi/dt = K\psi\) keeps the expectation value of every observable that commutes with the Hamiltonian, exactly and for any step size. How can this be stated and proved in Lean 4 with Mathlib? I would also like to see which hypotheses are used, and whether the implicit equation has a solution at all.

## Answer

The claim holds and is the theorem `expectation_preserved` below. It uses the symmetry of \(K\), the reality of \(\tau\) and \(KQ=QK\), but not the symmetry of \(Q\). For symmetric \(K\) the equation has at most one solution \(\psi_1\), and exactly one in finite dimension. In wave-packet or tight-binding propagation with a linear equation of motion and exactly solved steps, this means that the norm does not drift, and neither does the expectation value of a fixed operator that commutes with the symmetric \(K\) used in every step, nor the energy when \(K\) is the same in all steps. Here \(K\) is the Hamiltonian as represented on the grid or in the basis, so a symmetry broken by that representation is not covered.

### Modelling choices

The state space \(E\) is any complex inner-product space; neither completeness nor finite dimension is assumed, except in the existence theorem. Mathlib's `⟪ψ, Q ψ⟫_ℂ` is conjugate-linear in the first slot and linear in the second, which is the bra-ket convention. The type `E →ₗ[ℂ] E` is that of complex-linear maps defined on all of \(E\), with no continuity required, and `K ∘ₗ Q` is the product \(KQ\). The hypothesis `K.IsSymmetric` says \(\langle Kx,y\rangle=\langle x,Ky\rangle\) for all \(x,y\in E\). With \(\hbar=1\), \(K\) is the Hamiltonian, and \(\tau\) has type `ℝ`, so it may be negative or zero but not complex.

The step is a relation, not a function. `IsMidpointStep K τ ψ₀ ψ₁` is the displayed equation, with `mid ψ₀ ψ₁` for the midpoint \((\psi_0+\psi_1)/2\). No inverse operator occurs in any statement, and solvability is a separate theorem. `expectation Q ψ` is the complex number \(\langle\psi,Q\psi\rangle\) without division by \(\|\psi\|^2\), and `commutator K Q` is \([K,Q]=KQ-QK\).

### Derivation by hand

Take two pairs of vectors \(\varphi_0,\varphi_1\) and \(\psi_0,\psi_1\), and write \(\Delta\varphi=\varphi_1-\varphi_0\), \(m_\varphi=(\varphi_0+\varphi_1)/2\), and likewise \(\Delta\psi\), \(m_\psi\).

*Step 1, a discrete product rule.* Put \(a_{jk}=\langle\varphi_j,Q\psi_k\rangle\) for \(j,k\in\{0,1\}\). Since \(1/2\) is real it leaves either slot unchanged, so
\[
\langle\Delta\varphi,Qm_\psi\rangle=\tfrac12(a_{10}+a_{11}-a_{00}-a_{01}),\qquad
\langle m_\varphi,Q\Delta\psi\rangle=\tfrac12(a_{01}-a_{00}+a_{11}-a_{10}).
\]
The cross terms cancel in the sum:
\[
\langle\varphi_1,Q\psi_1\rangle-\langle\varphi_0,Q\psi_0\rangle=\langle\Delta\varphi,Qm_\psi\rangle+\langle m_\varphi,Q\Delta\psi\rangle .
\]
This holds for any four vectors and any linear \(Q\).

*Step 2, the Crank–Nicolson form.* The right side of the step is \(-\tfrac{i\tau}{2}K\psi_0-\tfrac{i\tau}{2}K\psi_1\). Collecting \(\psi_1\) on the left and \(\psi_0\) on the right gives the equivalent equation
\[
\Bigl(1+\tfrac{i\tau}{2}K\Bigr)\psi_1=\Bigl(1-\tfrac{i\tau}{2}K\Bigr)\psi_0 .
\]

*Step 3, the balance.* Let both pairs be steps with the same \(K\) and \(\tau\), so \(\Delta\varphi=-i\tau Km_\varphi\) and \(\Delta\psi=-i\tau Km_\psi\). In the bra the scalar is conjugated, and \(\overline{-i\tau}=+i\tau\) because \(\tau\) is real. Symmetry then moves \(K\) to the ket:
\[
\langle\Delta\varphi,Qm_\psi\rangle=i\tau\langle Km_\varphi,Qm_\psi\rangle=i\tau\langle m_\varphi,KQm_\psi\rangle,\qquad
\langle m_\varphi,Q\Delta\psi\rangle=-i\tau\langle m_\varphi,QKm_\psi\rangle .
\]
Adding the two and using step 1,
\[
\langle\varphi_1,Q\psi_1\rangle-\langle\varphi_0,Q\psi_0\rangle=i\tau\,\langle m_\varphi,[K,Q]\,m_\psi\rangle .
\]
It has the shape of the continuous-time law \(\frac{d}{dt}\langle\varphi,Q\psi\rangle=i\langle\varphi,[K,Q]\psi\rangle\), with the right side taken at the midpoints and no remainder term.

*Step 4, conservation.* If \([K,Q]=0\) the right side vanishes, so matrix elements between two propagated states are preserved, and \(\varphi=\psi\) gives the claim. The choice \(Q=1\) gives \(\|\psi_1\|^2=\|\psi_0\|^2\), hence \(\|\psi_1\|=\|\psi_0\|\). The choice \(Q=K\) gives conservation of the energy \(\langle\psi,K\psi\rangle\). For states \(\psi_0,\dots,\psi_n\) in which \(\psi_k\to\psi_{k+1}\) is a step with symmetric \(K_k\) and real \(\tau_k\) for \(k=0,\dots,n-1\), and every \(K_k\) commutes with \(Q\), chaining the equalities gives \(\langle\psi_n,Q\psi_n\rangle=\langle\psi_0,Q\psi_0\rangle\); for \(n=0\) there is nothing to prove.

*Step 5, uniqueness and existence.* Write \(A=1+\tfrac{i\tau}{2}K\). If \(a\) and \(b\) both solve the step from \(\psi_0\), subtracting the two Crank–Nicolson equations gives \(A(a-b)=0\), which says that \(0\to a-b\) is a step. Norm conservation gives \(\|a-b\|=0\). The same argument shows that \(Ax=0\) forces \(x=0\), so \(A\) is injective. In finite dimension it is then surjective, and \(A\psi_1=(1-\tfrac{i\tau}{2}K)\psi_0\) has a solution.

*Step 6, the converse.* Fix \(\tau\neq0\) and suppose that every step with this \(K\) and \(\tau\) preserves \(\langle\psi,Q\psi\rangle\). For any \(m\in E\) set \(\psi_0=m+\tfrac{i\tau}{2}Km\) and \(\psi_1=m-\tfrac{i\tau}{2}Km\). Their midpoint is \(m\) and their difference is \(-i\tau Km\), so they form a step. The balance reads \(0=i\tau\langle m,Cm\rangle\) with \(C=[K,Q]\), so \(\langle m,Cm\rangle=0\) for all \(m\). Taking \(m=x+y\) and removing the vanishing diagonal terms gives \(\langle x,Cy\rangle+\langle y,Cx\rangle=0\); taking \(m=x+iy\) gives \(i\langle x,Cy\rangle-i\langle y,Cx\rangle=0\). Together they give \(\langle x,Cy\rangle=0\) for all \(x,y\), so \(C=0\).

### The Lean file

```lean
import Mathlib

open scoped InnerProductSpace
open Complex (I)

namespace ImplicitMidpointInvariants

noncomputable section

variable {E : Type*} [NormedAddCommGroup E] [InnerProductSpace ℂ E]

/-- The midpoint state `(ψ₀ + ψ₁) / 2`. -/
def mid (ψ₀ ψ₁ : E) : E := (1 / 2 : ℂ) • (ψ₀ + ψ₁)

/-- One implicit midpoint step of size `τ` for `i dψ/dt = K ψ`:
`ψ₁ - ψ₀ = -i τ K (ψ₀ + ψ₁) / 2`. -/
def IsMidpointStep (K : E →ₗ[ℂ] E) (τ : ℝ) (ψ₀ ψ₁ : E) : Prop :=
  ψ₁ - ψ₀ = (-(I * (τ : ℂ))) • K (mid ψ₀ ψ₁)

/-- The quadratic form `⟨ψ, Q ψ⟩`. -/
def expectation (Q : E →ₗ[ℂ] E) (ψ : E) : ℂ := ⟪ψ, Q ψ⟫_ℂ

/-- The commutator `[K, Q] = K Q - Q K`. -/
def commutator (K Q : E →ₗ[ℂ] E) : E →ₗ[ℂ] E := K ∘ₗ Q - Q ∘ₗ K

/-- Discrete product rule: the change of a matrix element of `Q` is
`⟨Δφ, Q m_ψ⟩ + ⟨m_φ, Q Δψ⟩` with `m` the midpoint states. -/
theorem matrixElement_sub (Q : E →ₗ[ℂ] E) (φ₀ φ₁ ψ₀ ψ₁ : E) :
    ⟪φ₁, Q ψ₁⟫_ℂ - ⟪φ₀, Q ψ₀⟫_ℂ
      = ⟪φ₁ - φ₀, Q (mid ψ₀ ψ₁)⟫_ℂ + ⟪mid φ₀ φ₁, Q (ψ₁ - ψ₀)⟫_ℂ := by
  have h : (starRingEnd ℂ) (1 / 2 : ℂ) = 1 / 2 := by
    have e : (1 / 2 : ℂ) = ((1 / 2 : ℝ) : ℂ) := by norm_num
    rw [e, Complex.conj_ofReal]
  simp only [mid, map_smul, map_add, map_sub, inner_add_left, inner_add_right,
    inner_sub_left, inner_sub_right, inner_smul_left, inner_smul_right, h]
  ring

/-- The implicit midpoint step is equivalent to the Crank-Nicolson equation
`(1 + i τ K / 2) ψ₁ = (1 - i τ K / 2) ψ₀`. -/
theorem isMidpointStep_iff_crankNicolson (K : E →ₗ[ℂ] E) (τ : ℝ) (ψ₀ ψ₁ : E) :
    IsMidpointStep K τ ψ₀ ψ₁ ↔
      ψ₁ + (I * (τ : ℂ) / 2) • K ψ₁ = ψ₀ - (I * (τ : ℂ) / 2) • K ψ₀ := by
  unfold IsMidpointStep
  simp only [mid, map_smul, map_add]
  constructor
  · intro h
    linear_combination (norm := module) h
  · intro h
    linear_combination (norm := module) h

/-- For symmetric `K` and any `Q`, a matrix element of `Q` between two states advanced by
the same midpoint step changes by exactly `i τ ⟨m_φ, [K, Q] m_ψ⟩`. -/
theorem matrixElement_balance {K : E →ₗ[ℂ] E} (Q : E →ₗ[ℂ] E) {τ : ℝ} {φ₀ φ₁ ψ₀ ψ₁ : E}
    (hK : K.IsSymmetric) (hφ : IsMidpointStep K τ φ₀ φ₁) (hψ : IsMidpointStep K τ ψ₀ ψ₁) :
    ⟪φ₁, Q ψ₁⟫_ℂ - ⟪φ₀, Q ψ₀⟫_ℂ
      = I * (τ : ℂ) * ⟪mid φ₀ φ₁, commutator K Q (mid ψ₀ ψ₁)⟫_ℂ := by
  unfold IsMidpointStep at hφ hψ
  -- the bra picks up the conjugate factor `+i τ` because `τ` is real
  have h : (starRingEnd ℂ) (-(I * (τ : ℂ))) = I * (τ : ℂ) := by
    simp [Complex.conj_ofReal]
  rw [matrixElement_sub Q φ₀ φ₁ ψ₀ ψ₁, hφ, hψ]
  simp only [commutator, LinearMap.sub_apply, LinearMap.comp_apply, map_smul,
    inner_smul_left, inner_smul_right, inner_sub_right, h]
  -- move `K` from the bra to the ket
  rw [hK (mid φ₀ φ₁) (Q (mid ψ₀ ψ₁))]
  ring

/-- If `K` is symmetric and commutes with `Q`, the midpoint step preserves the matrix
element `⟨φ, Q ψ⟩` between two propagated states. -/
theorem matrixElement_preserved {K Q : E →ₗ[ℂ] E} {τ : ℝ} {φ₀ φ₁ ψ₀ ψ₁ : E}
    (hK : K.IsSymmetric) (hKQ : K ∘ₗ Q = Q ∘ₗ K)
    (hφ : IsMidpointStep K τ φ₀ φ₁) (hψ : IsMidpointStep K τ ψ₀ ψ₁) :
    ⟪φ₁, Q ψ₁⟫_ℂ = ⟪φ₀, Q ψ₀⟫_ℂ := by
  have h := matrixElement_balance Q hK hφ hψ
  have hc : commutator K Q = 0 := sub_eq_zero.2 hKQ
  rw [hc, LinearMap.zero_apply, inner_zero_right, mul_zero] at h
  exact sub_eq_zero.1 h

/-- If `K` is symmetric and commutes with `Q`, one implicit midpoint step preserves
`⟨ψ, Q ψ⟩`. -/
theorem expectation_preserved {K Q : E →ₗ[ℂ] E} {τ : ℝ} {ψ₀ ψ₁ : E}
    (hK : K.IsSymmetric) (hKQ : K ∘ₗ Q = Q ∘ₗ K) (h : IsMidpointStep K τ ψ₀ ψ₁) :
    expectation Q ψ₁ = expectation Q ψ₀ :=
  matrixElement_preserved hK hKQ h h

/-- For symmetric `K` the midpoint step preserves the norm of the state. -/
theorem norm_preserved {K : E →ₗ[ℂ] E} {τ : ℝ} {ψ₀ ψ₁ : E}
    (hK : K.IsSymmetric) (h : IsMidpointStep K τ ψ₀ ψ₁) : ‖ψ₁‖ = ‖ψ₀‖ := by
  have h0 := expectation_preserved (Q := LinearMap.id) hK (by simp) h
  have h1 : ⟪ψ₁, ψ₁⟫_ℂ = ⟪ψ₀, ψ₀⟫_ℂ := h0
  have h2 : ‖ψ₁‖ ^ 2 = ‖ψ₀‖ ^ 2 := by
    rw [← inner_self_eq_norm_sq (𝕜 := ℂ) ψ₁, ← inner_self_eq_norm_sq (𝕜 := ℂ) ψ₀, h1]
  exact (sq_eq_sq₀ (norm_nonneg _) (norm_nonneg _)).1 h2

/-- For symmetric `K` the midpoint step preserves the energy `⟨ψ, K ψ⟩`. -/
theorem energy_preserved {K : E →ₗ[ℂ] E} {τ : ℝ} {ψ₀ ψ₁ : E}
    (hK : K.IsSymmetric) (h : IsMidpointStep K τ ψ₀ ψ₁) :
    expectation K ψ₁ = expectation K ψ₀ :=
  expectation_preserved hK rfl h

/-- Along `n` midpoint steps with varying step sizes `τ k` and symmetric generators `K k`
that all commute with `Q`, the value `⟨ψ, Q ψ⟩` equals its initial value. -/
theorem expectation_preserved_trajectory (K : ℕ → E →ₗ[ℂ] E) (Q : E →ₗ[ℂ] E) (τ : ℕ → ℝ)
    (ψ : ℕ → E) (n : ℕ) (hK : ∀ k < n, (K k).IsSymmetric)
    (hKQ : ∀ k < n, K k ∘ₗ Q = Q ∘ₗ K k)
    (h : ∀ k < n, IsMidpointStep (K k) (τ k) (ψ k) (ψ (k + 1))) :
    expectation Q (ψ n) = expectation Q (ψ 0) := by
  induction n with
  | zero => rfl
  | succ n ih =>
    have hn := Nat.lt_succ_self n
    rw [expectation_preserved (hK n hn) (hKQ n hn) (h n hn)]
    exact ih (fun k hk => hK k (Nat.lt_succ_of_lt hk))
      (fun k hk => hKQ k (Nat.lt_succ_of_lt hk)) (fun k hk => h k (Nat.lt_succ_of_lt hk))

/-- For symmetric `K` the midpoint equation has at most one solution for the new state. -/
theorem isMidpointStep_unique {K : E →ₗ[ℂ] E} {τ : ℝ} {ψ₀ a b : E}
    (hK : K.IsSymmetric) (ha : IsMidpointStep K τ ψ₀ a) (hb : IsMidpointStep K τ ψ₀ b) :
    a = b := by
  rw [isMidpointStep_iff_crankNicolson] at ha hb
  -- the difference of two solutions is a step starting from zero
  have hs : IsMidpointStep K τ 0 (a - b) := by
    rw [isMidpointStep_iff_crankNicolson]
    simp only [map_sub, map_zero]
    linear_combination (norm := module) ha - hb
  have hn := norm_preserved hK hs
  rw [norm_zero, norm_eq_zero, sub_eq_zero] at hn
  exact hn

/-- In finite dimension and for symmetric `K`, every state has exactly one midpoint update
for every real step size. -/
theorem existsUnique_isMidpointStep [FiniteDimensional ℂ E] {K : E →ₗ[ℂ] E}
    (hK : K.IsSymmetric) (τ : ℝ) (ψ₀ : E) : ∃! ψ₁, IsMidpointStep K τ ψ₀ ψ₁ := by
  obtain ⟨A, hA⟩ : ∃ A : E →ₗ[ℂ] E, ∀ x, A x = x + (I * (τ : ℂ) / 2) • K x :=
    ⟨LinearMap.id + (I * (τ : ℂ) / 2) • K, fun x => by rfl⟩
  -- `1 + i τ K / 2` has trivial kernel by norm conservation
  have hinj : Function.Injective A := by
    refine (injective_iff_map_eq_zero A).2 fun x hx => ?_
    have hs : IsMidpointStep K τ 0 x := by
      rw [isMidpointStep_iff_crankNicolson, ← hA x, hx]
      simp
    have hn := norm_preserved hK hs
    rw [norm_zero, norm_eq_zero] at hn
    exact hn
  obtain ⟨ψ₁, h₁⟩ := LinearMap.injective_iff_surjective.1 hinj
    (ψ₀ - (I * (τ : ℂ) / 2) • K ψ₀)
  have hs : IsMidpointStep K τ ψ₀ ψ₁ := by
    rw [isMidpointStep_iff_crankNicolson, ← hA ψ₁, h₁]
  exact ⟨ψ₁, hs, fun b hb => isMidpointStep_unique hK hb hs⟩

/-- For symmetric `K` and nonzero step size, `⟨ψ, Q ψ⟩` is preserved by all midpoint steps
if and only if `Q` commutes with `K`. -/
theorem expectation_preserved_iff_commute {K : E →ₗ[ℂ] E} (Q : E →ₗ[ℂ] E) {τ : ℝ}
    (hK : K.IsSymmetric) (hτ : τ ≠ 0) :
    (∀ ψ₀ ψ₁, IsMidpointStep K τ ψ₀ ψ₁ → expectation Q ψ₁ = expectation Q ψ₀) ↔
      K ∘ₗ Q = Q ∘ₗ K := by
  refine ⟨fun h => ?_, fun hKQ ψ₀ ψ₁ hs => expectation_preserved hK hKQ hs⟩
  have h0 : ∀ m : E, ⟪commutator K Q m, m⟫_ℂ = 0 := by
    intro m
    -- every vector `m` is the midpoint of some step
    have hm : mid (m + (I * (τ : ℂ) / 2) • K m) (m - (I * (τ : ℂ) / 2) • K m) = m := by
      unfold mid
      module
    have hs : IsMidpointStep K τ (m + (I * (τ : ℂ) / 2) • K m)
        (m - (I * (τ : ℂ) / 2) • K m) := by
      unfold IsMidpointStep
      rw [hm]
      module
    have he := matrixElement_balance Q hK hs hs
    have hexp := h _ _ hs
    unfold expectation at hexp
    rw [hm, hexp, sub_self] at he
    have hz : ⟪m, commutator K Q m⟫_ℂ = 0 :=
      (mul_eq_zero.1 he.symm).resolve_left
        (mul_ne_zero Complex.I_ne_zero (Complex.ofReal_ne_zero.2 hτ))
    exact inner_eq_zero_symm.1 hz
  -- over the complex numbers a vanishing quadratic form forces a vanishing operator
  have hc : K ∘ₗ Q - Q ∘ₗ K = 0 := (inner_map_self_eq_zero (commutator K Q)).1 h0
  exact sub_eq_zero.1 hc

/-- Nearest-neighbour hopping with unit amplitude on a ring of three sites. -/
def ringHop : EuclideanSpace ℂ (Fin 3) →ₗ[ℂ] EuclideanSpace ℂ (Fin 3) where
  toFun v := !₂[v 1 + v 2, v 0 + v 2, v 0 + v 1]
  map_add' := by
    intro x y
    ext i
    fin_cases i <;> simp <;> ring
  map_smul' := by
    intro c x
    ext i
    fin_cases i <;> simp [mul_add]

/-- The reflection of the three-site ring that fixes site `0` and swaps sites `1` and `2`. -/
def ringReflect : EuclideanSpace ℂ (Fin 3) →ₗ[ℂ] EuclideanSpace ℂ (Fin 3) where
  toFun v := !₂[v 0, v 2, v 1]
  map_add' := by
    intro x y
    ext i
    fin_cases i <;> simp
  map_smul' := by
    intro c x
    ext i
    fin_cases i <;> simp

/-- The state `(i, 1, i)` on the three-site ring. -/
def ringStart : EuclideanSpace ℂ (Fin 3) := !₂[I, 1, I]

/-- The state `(-i, 1, -i)` on the three-site ring. -/
def ringEnd : EuclideanSpace ℂ (Fin 3) := !₂[-I, 1, -I]

/-- Ring hopping and reflection are symmetric and commute, `(i, 1, i) ↦ (-i, 1, -i)` is a
midpoint step of size `2` between different states, and the initial reflection value is `1`. -/
theorem expectation_preserved_witness :
    ringHop.IsSymmetric ∧ ringReflect.IsSymmetric ∧
      ringHop ∘ₗ ringReflect = ringReflect ∘ₗ ringHop ∧
      IsMidpointStep ringHop 2 ringStart ringEnd ∧ ringStart ≠ ringEnd ∧
      expectation ringReflect ringStart = 1 := by
  refine ⟨?_, ?_, ?_, ?_, ?_, ?_⟩
  · intro x y
    simp [ringHop, PiLp.inner_apply, Fin.sum_univ_three]
    ring
  · intro x y
    simp [ringReflect, PiLp.inner_apply, Fin.sum_univ_three]
    ring
  · apply LinearMap.ext
    intro v
    ext i
    fin_cases i <;> simp [ringHop, ringReflect]
    ring
  · unfold IsMidpointStep mid
    ext i
    fin_cases i <;> simp [ringHop, ringStart, ringEnd] <;> ring
  · intro h
    have h0 := congrArg (fun v : EuclideanSpace ℂ (Fin 3) => (v 0).im) h
    norm_num [ringStart, ringEnd] at h0
  · simp [expectation, ringReflect, ringStart, PiLp.inner_apply, Fin.sum_univ_three]

end

end ImplicitMidpointInvariants
```

```lean
#print axioms ImplicitMidpointInvariants.energy_preserved
-- 'ImplicitMidpointInvariants.energy_preserved' depends on axioms: [propext, Classical.choice, Quot.sound]
#print axioms ImplicitMidpointInvariants.expectation_preserved_trajectory
-- 'ImplicitMidpointInvariants.expectation_preserved_trajectory' depends on axioms: [propext, Classical.choice, Quot.sound]
#print axioms ImplicitMidpointInvariants.existsUnique_isMidpointStep
-- 'ImplicitMidpointInvariants.existsUnique_isMidpointStep' depends on axioms: [propext, Classical.choice, Quot.sound]
#print axioms ImplicitMidpointInvariants.expectation_preserved_iff_commute
-- 'ImplicitMidpointInvariants.expectation_preserved_iff_commute' depends on axioms: [propext, Classical.choice, Quot.sound]
```

### The statements in words, and their scope

`expectation_preserved` reads: for linear maps \(K,Q\) on \(E\), real \(\tau\) and vectors \(\psi_0,\psi_1\), if \(K\) is symmetric (`hK`), \(KQ=QK\) (`hKQ`) and \(\psi_0\to\psi_1\) is a midpoint step (`h`), then the two values of \(\langle\psi,Q\psi\rangle\) are equal as complex numbers. For a non-symmetric \(Q\), such as a lattice translation, the conserved value may have an imaginary part. `expectation_preserved_iff_commute` adds that for symmetric \(K\) and one fixed \(\tau\neq0\), conservation in all steps is equivalent to \(KQ=QK\).

In `expectation_preserved_trajectory` the sequences `K k`, `τ k` and `ψ k` are indexed by all natural numbers, but only the steps with `k < n` carry hypotheses. The observable \(Q\) is one fixed map that commutes with every \(K_k\). For a time-dependent Hamiltonian this covers the norm and persistent symmetries, and gives no statement about an energy unless some fixed \(Q\) of that kind commutes with all the \(K_k\).

The phrase "implicit midpoint keeps quadratic invariants" is commonly used for general, nonlinear differential equations. The file treats linear steps \(\Delta\psi=-i\tau Km\) and invariants of the form \(\langle\psi,Q\psi\rangle\). It says nothing about how close \(\psi_1\) is to \(e^{-i\tau K}\psi_0\), about rounding, or about a linear system solved only to a tolerance. All maps are defined on the whole of \(E\). An unbounded Hamiltonian fits only if \(E\) is chosen as a domain that \(K\) and \(Q\) map into itself and that contains both states; existence of \(\psi_1\) is then an assumption, since `existsUnique_isMidpointStep` needs `FiniteDimensional ℂ E`, which is the case of a finite basis or grid.

### How the proofs follow the derivation

`matrixElement_sub` is step 1. The auxiliary `h` records that \(1/2\) equals its conjugate, `simp only` expands both sides into the four numbers \(a_{jk}\), and `ring` cancels the cross terms. `isMidpointStep_iff_crankNicolson` is step 2: after \(K\) is distributed over the midpoint, `linear_combination (norm := module) h` checks in each direction that the goal and the hypothesis differ by a rearrangement of vectors.

`matrixElement_balance` is step 3. Its `h` is the conjugation \(\overline{-i\tau}=i\tau\), the place where the type `ℝ` of \(\tau\) is used. The first `rw` inserts the product rule and the two step equations, `simp only` pulls out the scalars, and `hK (mid φ₀ φ₁) (Q (mid ψ₀ ψ₁))` is the single use of symmetry, \(\langle Km_\varphi,Qm_\psi\rangle=\langle m_\varphi,KQm_\psi\rangle\).

Step 4 is spread over five theorems. `matrixElement_preserved` sets the commutator to zero in the balance, and `expectation_preserved` applies it with the same step in bra and ket. `norm_preserved` takes `LinearMap.id` for \(Q\), converts \(\langle\psi,\psi\rangle\) to \(\|\psi\|^2\) and takes the non-negative root with `sq_eq_sq₀`. `energy_preserved` needs only `rfl` for \(KK=KK\). The trajectory theorem is an induction on \(n\): the last step takes \(\psi_{n+1}\) back to \(\psi_n\), and the hypotheses restricted to `k < n` feed the induction hypothesis.

`isMidpointStep_unique` and `existsUnique_isMidpointStep` are step 5. In both, the first `hs` recognises a step that starts from \(0\) and `norm_preserved` kills its endpoint; `LinearMap.injective_iff_surjective` supplies the solution. In `expectation_preserved_iff_commute`, `hm` and `hs` build the step around \(m\), `he` is the balance, division by \(i\tau\neq0\) gives `hz`, and `inner_map_self_eq_zero` is the polarisation argument with \(x+y\) and \(x+iy\). That lemma has the operator in the first slot, which is why `inner_eq_zero_symm` swaps the two.

### A numerical instance

`expectation_preserved_witness` concerns a ring with sites \(0,1,2\). The hopping `ringHop` acts as \(Kv=(v_1+v_2,\;v_0+v_2,\;v_0+v_1)\) and the reflection `ringReflect` as \(Qv=(v_0,v_2,v_1)\). The theorem states that both are symmetric, that they commute, that \(\psi_0=(i,1,i)\to\psi_1=(-i,1,-i)\) is a step with \(\tau=2\) between different vectors, and that \(\langle\psi_0,Q\psi_0\rangle=1\); each part is checked component by component. Explicitly, the midpoint is \(m=(0,1,0)\), so \(Km=(1,0,1)\) and \(-i\tau Km=(-2i,0,-2i)=\psi_1-\psi_0\). Further \(Q\psi_0=(i,i,1)\), and
\[
\langle\psi_0,Q\psi_0\rangle=(-i)(i)+(1)(i)+(-i)(1)=1 .
\]
The remaining numbers here, the counter-examples and the alternative model below were worked out on paper and are not among the Lean statements. For the final state \(Q\psi_1=(-i,-i,1)\) and \(\langle\psi_1,Q\psi_1\rangle=(i)(-i)+(1)(-i)+(i)(1)=1\). For the energy, \(K\psi_0=(1+i,\,2i,\,1+i)\) gives \(2(-i)(1+i)+2i=2\), and \(K\psi_1=(1-i,\,-2i,\,1-i)\) gives \(2i(1-i)-2i=2\). Both vectors have \(\|\psi\|^2=3\), so for the normalised states the reflection has expectation value \(1/3\) and the energy is \(2/3\) in units of the hopping amplitude, before and after the step.

### What fails without a hypothesis

Without commutation, take \(E=\mathbb C^2\), the Pauli matrices \(K=\sigma_x\) and \(Q=\sigma_z\), \(\tau=2\) and \(\psi_0=(1,0)\). Then \((1-i\sigma_x)\psi_0=(1,-i)=(1+i\sigma_x)(0,-i)\), so \(\psi_1=(0,-i)\) and \(\langle\psi,\sigma_z\psi\rangle\) goes from \(1\) to \(-1\). The balance accounts for it: \(m=\tfrac12(1,-i)\) satisfies \(\sigma_ym=-m\) with \(\|m\|^2=\tfrac12\), and \([\sigma_x,\sigma_z]=-2i\sigma_y\), so \(\langle m,[K,Q]m\rangle=i\) and \(i\tau\cdot i=-2\).

Without symmetry of \(K\), take \(E=\mathbb C\), \(K\) multiplication by \(-i\), \(Q=1\) and \(\tau=1\). These commute, the Crank–Nicolson equation is \(\tfrac32\psi_1=\tfrac12\psi_0\), and \(|\psi|^2\) falls from \(1\) to \(1/9\). Only the product \(\tau K\) enters the step, so \(K=1\) with the complex step \(\tau=-i\) gives the same decay. In the converse, \(\tau=0\) makes the step \(\psi_1=\psi_0\), which preserves \(\langle\psi,Q\psi\rangle\) for every \(Q\), commuting or not.

### Another way to model it

One could take \(K\) as a Hermitian matrix and define the update as a function, \(\psi_1=U\psi_0\) with \(U=(1+\tfrac{i\tau}{2}K)^{-1}(1-\tfrac{i\tau}{2}K)\), the rational function of \(K\) given by the \((1,1)\) Padé approximant of \(e^{-i\tau K}\). Conservation would then come from \(U^\dagger U=1\) and \(UQ=QU\), which give \(U^\dagger QU=Q\). That statement displays the propagator and its unitarity, but it is tied to finite dimension, and invertibility has to be proved first, because Mathlib's matrix inverse returns zero on a singular matrix. The relational form separates conservation from solvability, and it yields the balance of step 3 for an observable that does not commute with \(K\), from which the converse follows.
